# Nucleation Peaks at No Smaller Undercooling than Growth: a Shared-Mobility Model with Barriers of at Least kT/2

Nucleation and growth of a crystal both need atoms to move, and here both rates carry the same mobility factor D(x), where x > 0 is the undercooling, the distance below the melting temperature. Nothing is assumed about D except that it is positive. The rates are

nucleation: D(x) N(x), with N(x) = exp(−c/x²)

growth: D(x) G(x), with G(x) = 1 − exp(−bx)

The constant c > 0 sets the nucleation barrier, which is c/x² in units of kT: the barrier varies as the inverse square of the driving force, and the driving force is taken proportional to x. The constant b > 0 is that driving force per atom and per unit of undercooling, again in units of kT. Interface energy and the factor kT in b and c are held fixed as x varies.

The claim concerns undercoolings with x ≤ √(2c), where the barrier is at least kT/2. On any set S of such undercoolings, every maximiser of nucleation is at least every maximiser of growth.

## Why the mobility cannot reverse the order

Let 0 < x < y. The point −bx lies between −by and 0, with weights x/y and 1 − x/y. Strict convexity of the exponential gives

exp(−bx) < (x/y) exp(−by) + 1 − x/y,

which rearranges to

x G(y) < y G(x).  (1)

Now let y² ≤ 2c as well, and put t = 2(c/x² − c/y²) > 0. Since exp t > 1 + t,

x² exp t > x² + 2c(y² − x²)/y² ≥ x² + (y² − x²) = y².

Taking square roots and multiplying by N(x) gives

y N(x) < x N(y).  (2)

From x to y, then, N grows by more than the factor y/x and G by less. Hence

N(x) G(y) < N(y) G(x).  (3)

Let xn maximise nucleation on S and xg maximise growth, and suppose xn < xg. Maximality says

D(xg) N(xg) ≤ D(xn) N(xn) and D(xn) G(xn) ≤ D(xg) G(xg).

Multiplying these and cancelling D(xn) D(xg) leaves N(xg) G(xn) ≤ N(xn) G(xg), which contradicts (3) at x = xn, y = xg. So xg ≤ xn.

Equality can occur: for constant D on the whole interval (0, √(2c)], both rates increase and both peak at the right end. It is excluded if S is open and D is differentiable there. At a common peak p both derivatives would vanish:

D′(p) + D(p) · 2c/p³ = 0

D′(p) G(p) + D(p) b exp(−bp) = 0

Eliminating D′(p) and multiplying by p gives

bp exp(−bp) = (2c/p²) G(p) ≥ G(p).

But exp(bp) > 1 + bp, multiplied by exp(−bp), says G(p) > bp exp(−bp), a contradiction.

## The rates as Lean functions

```lean
import Mathlib

open Real (exp)

namespace PhaseChangePeaks
```

The mobility is a function `D : ℝ → ℝ`, and `b`, `c` and `x` are real numbers without units. Constant positive prefactors are left out, since they do not move a maximum.

```lean
/-- Nucleation rate at undercooling `x ≠ 0`: a mobility factor `D x` times the Boltzmann factor
of a barrier proportional to `1 / x ^ 2`. -/
noncomputable def nucleationRate (D : ℝ → ℝ) (c x : ℝ) : ℝ := D x * exp (-c / x ^ 2)

/-- Growth rate at undercooling `x`: the mobility factor `D x` times the net fraction
`1 - exp (-b x)` of forward jumps across the crystal front. -/
noncomputable def growthRate (D : ℝ → ℝ) (b x : ℝ) : ℝ := D x * (1 - exp (-b * x))
```

## Inequalities for the driving factors

The first lemma says that G(x) > 0, so that inequalities may be multiplied by it.

```lean
/-- For `b > 0` the driving factor of growth is positive at every positive undercooling. -/
theorem growth_factor_pos {b x : ℝ} (hb : 0 < b) (hx : 0 < x) : 0 < 1 - exp (-b * x) :=
  sub_pos.2 (Real.exp_lt_one_iff.2 (by nlinarith [mul_pos hb hx]))
```

The next is (1). The term `h` is the convexity inequality between −by and 0; the remaining lines multiply it by y and tidy up.

```lean
/-- For `b > 0` the driving factor of growth, divided by the undercooling, strictly decreases
with positive undercooling (stated without denominators). -/
theorem growth_factor_lt {b x y : ℝ} (hb : 0 < b) (hx : 0 < x) (hxy : x < y) :
    x * (1 - exp (-b * y)) < y * (1 - exp (-b * x)) := by
  have hy : 0 < y := hx.trans hxy
  have hne : -b * y ≠ 0 := ne_of_lt (by nlinarith [mul_pos hb hy])
  -- strict convexity of exp between `-b y` and `0`
  have h := strictConvexOn_exp.2 (Set.mem_univ (-b * y)) (Set.mem_univ (0 : ℝ)) hne
    (div_pos hx hy) (sub_pos.2 ((div_lt_one hy).2 hxy)) (by ring)
  simp only [smul_eq_mul, mul_zero, add_zero, Real.exp_zero, mul_one] at h
  have q : y * (x / y) = x := by field_simp
  have e : x / y * (-b * y) = -b * x := by linear_combination (-b) * q
  rw [e] at h
  have h2 := mul_lt_mul_of_pos_left h hy
  have e2 : y * (x / y * exp (-b * y) + (1 - x / y)) = x * exp (-b * y) + (y - x) := by
    linear_combination (exp (-b * y) - 1) * q
  rw [e2] at h2
  linarith
```

The lemma for N is slightly more general than (2). Its hypothesis `h` asks that (2c − y²)(y² − x²) be non-negative, which holds for x < y with y² ≤ 2c, and also for y < x with y² ≥ 2c. N(x)/x therefore rises up to √(2c) and falls beyond it; only the rising part is used below. In the proof, `t0` shows that t ≠ 0, as the strict inequality exp t > 1 + t requires, `h3` is the bound y² < x² exp t, and `h4` is its square root.

```lean
/-- For `c > 0` and distinct positive undercoolings, the nucleation Boltzmann factor divided by
the undercooling is larger at `y` than at `x` if `y ^ 2` lies between `x ^ 2` and `2 c`. -/
theorem nucleation_factor_lt {c x y : ℝ} (hc : 0 < c) (hx : 0 < x) (hy : 0 < y) (hne : x ≠ y)
    (h : 0 ≤ (2 * c - y ^ 2) * (y ^ 2 - x ^ 2)) :
    y * exp (-c / x ^ 2) < x * exp (-c / y ^ 2) := by
  have ht : x ^ 2 * (2 * (c / x ^ 2 - c / y ^ 2)) = 2 * c * (y ^ 2 - x ^ 2) / y ^ 2 := by
    field_simp
  have hsq : y ^ 2 - x ^ 2 ≠ 0 := by
    intro h0
    have h1 : (y - x) * (y + x) = 0 := by linear_combination h0
    rcases mul_eq_zero.1 h1 with h2 | h2
    · exact hne (by linarith)
    · linarith
  have t0 : 2 * (c / x ^ 2 - c / y ^ 2) ≠ 0 := by
    intro h0
    rw [h0, mul_zero] at ht
    exact div_ne_zero (mul_ne_zero (by positivity) hsq) (by positivity) ht.symm
  have h1 : y ^ 2 - x ^ 2 ≤ 2 * c * (y ^ 2 - x ^ 2) / y ^ 2 := by
    rw [le_div_iff₀ (by positivity)]
    nlinarith [h]
  -- `exp t > 1 + t`, with `t` twice the difference of the barriers
  have h3 : y ^ 2 < x ^ 2 * exp (2 * (c / x ^ 2 - c / y ^ 2)) := by
    have h2 := mul_lt_mul_of_pos_left (Real.add_one_lt_exp t0) (pow_pos hx 2)
    rw [mul_add, ht, mul_one] at h2
    linarith
  have h4 : y < x * exp (c / x ^ 2 - c / y ^ 2) := by
    apply lt_of_pow_lt_pow_left₀ 2 (by positivity)
    rw [two_mul, Real.exp_add] at h3
    linarith [mul_pow x (exp (c / x ^ 2 - c / y ^ 2)) 2, sq (exp (c / x ^ 2 - c / y ^ 2)),
      congrArg (fun u => x ^ 2 * u) (sq (exp (c / x ^ 2 - c / y ^ 2)))]
  have e : c / x ^ 2 - c / y ^ 2 + -c / x ^ 2 = -c / y ^ 2 := by ring
  have h5 := mul_lt_mul_of_pos_right h4 (Real.exp_pos (-c / x ^ 2))
  rwa [mul_assoc, ← Real.exp_add, e] at h5
```

Inequality (3) comes from multiplying (1) by N(x) and (2) by G(x), chaining the results and cancelling x. Positivity of c follows from 0 < y² ≤ 2c.

```lean
/-- For `b > 0` the ratio of the nucleation factor to the growth factor strictly increases with
positive undercooling up to `√(2c)` (stated without denominators). -/
theorem rate_ratio_lt {b c x y : ℝ} (hb : 0 < b) (hx : 0 < x) (hxy : x < y)
    (hyc : y ^ 2 ≤ 2 * c) :
    exp (-c / x ^ 2) * (1 - exp (-b * y)) < exp (-c / y ^ 2) * (1 - exp (-b * x)) := by
  have hy : 0 < y := hx.trans hxy
  have hc : 0 < c := by nlinarith [pow_pos hy 2]
  have hN := nucleation_factor_lt hc hx hy hxy.ne
    (mul_nonneg (by linarith) (by nlinarith))
  have h1 := mul_lt_mul_of_pos_left (growth_factor_lt hb hx hxy) (Real.exp_pos (-c / x ^ 2))
  have h2 := mul_lt_mul_of_pos_right hN (growth_factor_pos hb hx)
  refine lt_of_mul_lt_mul_left ?_ hx.le
  linarith
```

## The order of the peaks

In the main theorem, `S ⊆ Set.Ioc 0 (√(2 * c))` places the window in the interval open at 0 and closed at √(2c). `IsMaxOn (nucleationRate D c) S xn` says that no point of S has a larger nucleation rate than `xn`, and `maxg` says the same of growth at `xg`. The existence of these maximisers is assumed, and they need not be unique. S may be any set, even a single point, and D need not be continuous.

The proof supposes xn < xg and obtains (3) as `hr`. The product of the two maximality conditions is `h3`, and `linarith` finds the contradiction.

```lean
/-- In any window of undercoolings inside `(0, √(2c)]`, for `b > 0` and any mobility factor
positive there, every maximiser of nucleation is at least every maximiser of growth. -/
theorem growth_peak_le_nucleation_peak {D : ℝ → ℝ} {b c xn xg : ℝ} {S : Set ℝ} (hb : 0 < b)
    (hS : S ⊆ Set.Ioc 0 (√(2 * c))) (hD : ∀ x ∈ S, 0 < D x) (hn : xn ∈ S) (hg : xg ∈ S)
    (maxn : IsMaxOn (nucleationRate D c) S xn) (maxg : IsMaxOn (growthRate D b) S xg) :
    xg ≤ xn := by
  by_contra hlt
  have hr := rate_ratio_lt hb (hS hn).1 (not_le.1 hlt) ((Real.le_sqrt' (hS hg).1).1 (hS hg).2)
  have h1 := isMaxOn_iff.1 maxn xg hg
  have h2 := isMaxOn_iff.1 maxg xn hn
  simp only [nucleationRate, growthRate] at h1 h2
  -- multiplying the two maximality conditions cancels the mobility
  have h3 := mul_le_mul h1 h2 (mul_pos (hD xn hn) (growth_factor_pos hb (hS hn).1)).le
    (mul_pos (hD xn hn) (Real.exp_pos _)).le
  have h4 := mul_lt_mul_of_pos_left hr (mul_pos (hD xn hn) (hD xg hg))
  linarith
```

The strict version adds `IsOpen S` and differentiability of D at each point of S. After `rintro rfl` the two peaks are one point, called `xg`. Openness makes it a local maximum of both rates, so both derivatives vanish (`e1`, `e2`). Cancelling the exponential gives `e3`, the first derivative condition above; eliminating D′ gives `e4`. The bound 2c/p² ≥ 1 is `k1`, and `k3` is the exponential inequality that completes the contradiction.

```lean
/-- In any open window of undercoolings inside `(0, √(2c)]`, for `b > 0` and any mobility factor
positive and differentiable there, every maximiser of growth lies strictly below every maximiser of
nucleation. -/
theorem growth_peak_lt_nucleation_peak {D : ℝ → ℝ} {b c xn xg : ℝ} {S : Set ℝ} (hb : 0 < b)
    (hS : S ⊆ Set.Ioc 0 (√(2 * c))) (hO : IsOpen S) (hD : ∀ x ∈ S, 0 < D x)
    (hd : ∀ x ∈ S, DifferentiableAt ℝ D x) (hn : xn ∈ S) (hg : xg ∈ S)
    (maxn : IsMaxOn (nucleationRate D c) S xn) (maxg : IsMaxOn (growthRate D b) S xg) :
    xg < xn := by
  refine lt_of_le_of_ne (growth_peak_le_nucleation_peak hb hS hD hn hg maxn maxg) ?_
  rintro rfl
  have hx : 0 < xg := (hS hg).1
  have hxc : xg ^ 2 ≤ 2 * c := (Real.le_sqrt' hx).1 (hS hg).2
  have hp : HasDerivAt (fun z : ℝ => z ^ 2) (2 * xg) xg := by simpa using hasDerivAt_pow 2 xg
  have hi : HasDerivAt (fun z : ℝ => -c / z ^ 2) (2 * c / xg ^ 3) xg :=
    ((hasDerivAt_const xg (-c)).fun_div hp (by positivity)).congr_deriv (by
      rw [div_eq_div_iff (by positivity) (by positivity)]; ring)
  have hj : HasDerivAt (fun z : ℝ => 1 - exp (-b * z)) (b * exp (-b * xg)) xg :=
    (((hasDerivAt_id' xg).const_mul (-b)).exp.const_sub 1).congr_deriv (by ring)
  have hN : HasDerivAt (nucleationRate D c) _ xg := (hd xg hg).hasDerivAt.fun_mul hi.exp
  have hG : HasDerivAt (growthRate D b) _ xg := (hd xg hg).hasDerivAt.fun_mul hj
  -- both derivatives vanish at a common peak
  have e1 := (maxn.isLocalMax (hO.mem_nhds hg)).hasDerivAt_eq_zero hN
  have e2 := (maxg.isLocalMax (hO.mem_nhds hg)).hasDerivAt_eq_zero hG
  have e3 : deriv D xg + D xg * (2 * c / xg ^ 3) = 0 :=
    (mul_eq_zero.1 (by linear_combination e1 :
      exp (-c / xg ^ 2) * (deriv D xg + D xg * (2 * c / xg ^ 3)) = 0)).resolve_left
      (Real.exp_pos _).ne'
  have e4 : b * exp (-b * xg) - 2 * c / xg ^ 3 * (1 - exp (-b * xg)) = 0 :=
    (mul_eq_zero.1 (by linear_combination e2 - (1 - exp (-b * xg)) * e3 :
      D xg * (b * exp (-b * xg) - 2 * c / xg ^ 3 * (1 - exp (-b * xg))) = 0)).resolve_left
      (hD xg hg).ne'
  have k1 : 1 ≤ xg * (2 * c / xg ^ 3) := by
    rw [← mul_div_assoc, le_div_iff₀ (by positivity)]
    nlinarith [mul_le_mul_of_nonneg_left hxc hx.le]
  have k2 := mul_le_mul_of_nonneg_right k1 (growth_factor_pos hb hx).le
  have k3 := mul_lt_mul_of_pos_right (Real.add_one_lt_exp (mul_pos hb hx).ne')
    (Real.exp_pos (-b * xg))
  rw [← Real.exp_add, show b * xg + -b * xg = 0 by ring, Real.exp_zero] at k3
  have k4 : xg * (b * exp (-b * xg)) = xg * (2 * c / xg ^ 3) * (1 - exp (-b * xg)) := by
    linear_combination xg * e4
  linarith

end PhaseChangePeaks
```

```lean
#print axioms PhaseChangePeaks.growth_peak_le_nucleation_peak
#print axioms PhaseChangePeaks.growth_peak_lt_nucleation_peak
```

```
'PhaseChangePeaks.growth_peak_le_nucleation_peak' depends on axioms: [propext, Classical.choice, Quot.sound]
'PhaseChangePeaks.growth_peak_lt_nucleation_peak' depends on axioms: [propext, Classical.choice, Quot.sound]
```

For simulations of crystallisation in phase-change memory cells, this gives a consistency check within the shared-mobility model with b and c constant: if fitted rates put the growth peak at the deeper undercooling inside the window, at least one of the model's assumptions fails for them. The theorems do not treat separate mobilities for the two processes, or peaks at undercoolings beyond √(2c).
